# Trigonometric interpolation of $\cos(qx)$ at $2m+1$ equally spaced points, with $m<q\le 2m$, multiplies its Hartree energy by $(q/(2m+1-q))^2$

## Three samples of $\cos 2x$

I sample the periodic density $\cos 2x$ at $0$, $2\pi/3$ and $4\pi/3$ and get $1,-\tfrac12,-\tfrac12$. But $\cos x$ has the same three values, so my degree-one interpolant is $\cos x$, and its Hartree energy is four times too large. Does a density grid that is too coarse always overestimate the repulsion?

## A single aliased wave gains energy, but a mixture can lose it

No. On $2m+1$ equally spaced points, a single wave $\cos(qx)$ with integer $q$ and $m<q\le 2m$ always gains energy, but $\cos 2x-\cos x$ vanishes at all three of your points, so its interpolant has no energy at all.

Let $N=2m+1$, $x_j=2\pi j/N$ for $j=0,\dots,2m$, and $p=N-q$, so that $1\le p\le m<q$. Since $qx_j=2\pi j-px_j$, we have $\cos(qx_j)=\cos(px_j)$. For real amplitudes $a,b$, the density $a\cos(qx)+b\cos(px)$ therefore has the interpolant $(a+b)\cos(px)$.

There is no other interpolant of degree at most $m$. The difference of two would be $d(x)=\sum_{k=0}^m(\alpha_k\cos kx+\beta_k\sin kx)$, and with $z=e^{ix}$

$$z^m d(x)=\sum_{k=0}^m\left[\frac{\alpha_k-i\beta_k}{2}z^{m+k}+\frac{\alpha_k+i\beta_k}{2}z^{m-k}\right].$$

This polynomial in $z$ has degree at most $2m$ and vanishes at the $2m+1$ distinct points $e^{ix_j}$, so $d=0$.

A periodic, zero-mean solution of $-\phi''=4\pi\rho$ for the two-wave density is

$$\phi=4\pi\left(\frac{a}{q^2}\cos qx+\frac{b}{p^2}\cos px\right).$$

It is the only one: the difference of two solutions is affine, periodicity removes its slope, and the zero mean removes its constant. Over a period, each squared cosine integrates to $\pi$. The cross term is $\cos qx\cos px=\tfrac12[\cos((q-p)x)+\cos((q+p)x)]$, which integrates to zero. Hence

$$\frac12\int_0^{2\pi}\rho\phi\,dx=2\pi^2\left(\frac{a^2}{q^2}+\frac{b^2}{p^2}\right),\qquad E_{\text{interpolant}}=\frac{2\pi^2(a+b)^2}{p^2}.$$

For $(a,b)=(1,0)$ the ratio is $(q/p)^2>1$. For $(1,-1)$ the interpolant has energy zero, while the true energy is positive.

In the Lean file, `Interpolates m ρ g` says that `g` is a real trigonometric polynomial of degree at most `m` that matches `ρ` at the grid points. `IsHartreePotential ρ φ` says that `φ` is $2\pi$-periodic, has zero mean, and has a field $E=-\phi'$ with $E'=4\pi\rho$ (Gaussian units). `hartreeEnergy` is the exact integral over one period, not a grid sum.

`hartree_overestimate` takes any such interpolant and potentials for $\cos(qx)$. It identifies the interpolant and gives the energy ratio, the bound on that ratio and the strict energy inequality. `hartree_underestimate` treats $\cos(qx)-\cos(px)$. The required interpolants and potentials exist, by `interpolates_alias` and `potential_twoMode`.

The densities are neutral Fourier components that vary in one direction, not complete electron densities. The theorems do not treat sine waves, even $N$ or approximate Poisson solvers. In this one-dimensional model, the result bears on storing a density on the $2m+1$ points that suffice for orbitals of degree at most $m$: products of such orbitals can reach degree $2m$.

```lean
import Mathlib

open Real

namespace AliasedHartree

noncomputable section

/-- The grid point `x_j = 2πj/N` with `N = 2m+1`. -/
def grid (m j : ℕ) : ℝ := 2 * π * j / (2 * m + 1)

/-- Real trigonometric polynomials of degree at most `m`. -/
def IsTrigPoly (m : ℕ) (f : ℝ → ℝ) : Prop :=
  ∃ a b : ℕ → ℝ, ∀ x, f x =
    ∑ k ∈ Finset.range (m + 1), (a k * Real.cos (k * x) + b k * Real.sin (k * x))

/-- `g` is a trigonometric polynomial of degree at most `m` that agrees with the density `ρ`
at the `2m+1` grid points. -/
def Interpolates (m : ℕ) (ρ g : ℝ → ℝ) : Prop :=
  IsTrigPoly m g ∧ ∀ j < 2 * m + 1, g (grid m j) = ρ (grid m j)

/-- `φ` is a `2π`-periodic potential of zero mean solving `-φ'' = 4πρ`, written with the
electric field `E = -φ'`. -/
structure IsHartreePotential (ρ φ : ℝ → ℝ) : Prop where
  periodic : Function.Periodic φ (2 * π)
  mean_zero : (∫ x in (0 : ℝ)..(2 * π), φ x) = 0
  poisson : ∃ E : ℝ → ℝ, (∀ x, HasDerivAt φ (-E x) x) ∧ ∀ x, HasDerivAt E (4 * π * ρ x) x

/-- The Hartree energy per period, `½ ∫ ρ φ`, of a density `ρ` in the potential `φ`. -/
def hartreeEnergy (ρ φ : ℝ → ℝ) : ℝ := 1 / 2 * ∫ x in (0 : ℝ)..(2 * π), ρ x * φ x

/-- The superposition `a cos(kx) + b cos(lx)` of two cosine waves. -/
def twoMode (a b : ℝ) (k l : ℕ) : ℝ → ℝ :=
  fun x => a * Real.cos (k * x) + b * Real.cos (l * x)

/-- A density has at most one interpolant of degree at most `m` on the `2m+1` grid points. -/
theorem interpolant_unique {m : ℕ} {ρ f g : ℝ → ℝ}
    (hf : Interpolates m ρ f) (hg : Interpolates m ρ g) : f = g := by
  obtain ⟨⟨a, b, hab⟩, hfj⟩ := hf
  obtain ⟨⟨c, d, hcd⟩, hgj⟩ := hg
  -- exp(imx) (f - g) is a polynomial P in exp(ix)
  let P : Polynomial ℂ := ∑ k ∈ Finset.range (m + 1),
    (Polynomial.C ((((a k : ℂ) - c k) - ((b k : ℂ) - d k) * Complex.I) / 2)
        * Polynomial.X ^ (m + k)
      + Polynomial.C ((((a k : ℂ) - c k) + ((b k : ℂ) - d k) * Complex.I) / 2)
        * Polynomial.X ^ (m - k))
  have hP : ∀ x : ℝ, P.eval (Complex.exp (x * Complex.I))
      = Complex.exp (x * Complex.I) ^ m * ((f x - g x : ℝ) : ℂ) := by
    intro x
    rw [hab x, hcd x, ← Finset.sum_sub_distrib]
    simp only [P, Polynomial.eval_finsetSum, Complex.ofReal_sum, Finset.mul_sum]
    refine Finset.sum_congr rfl fun k hk => ?_
    have hkm : k ≤ m := by
      have := Finset.mem_range.mp hk
      omega
    have e1 : Complex.exp (x * Complex.I) ^ k
        = (Real.cos (k * x) : ℂ) + (Real.sin (k * x) : ℂ) * Complex.I := by
      rw [← Complex.exp_nat_mul, ← mul_assoc, Complex.exp_mul_I]
      simp only [Complex.ofReal_cos, Complex.ofReal_sin, Complex.ofReal_mul,
        Complex.ofReal_natCast]
    have e2 : (Real.sin (k * x) : ℂ) ^ 2 + (Real.cos (k * x) : ℂ) ^ 2 = 1 := by
      exact_mod_cast Real.sin_sq_add_cos_sq (k * x)
    have e3 : Complex.exp (x * Complex.I) ^ (m - k) * Complex.exp (x * Complex.I) ^ k
        = Complex.exp (x * Complex.I) ^ m := by
      rw [← pow_add, Nat.sub_add_cancel hkm]
    rw [e1] at e3
    have e4 : Complex.exp (x * Complex.I) ^ (m - k) = Complex.exp (x * Complex.I) ^ m
        * ((Real.cos (k * x) : ℂ) - (Real.sin (k * x) : ℂ) * Complex.I) := by
      rw [← e3]
      linear_combination (-Complex.exp (x * Complex.I) ^ (m - k)) * e2
        + Complex.exp (x * Complex.I) ^ (m - k) * (Real.sin (k * x) : ℂ) ^ 2 * Complex.I_sq
    simp only [Polynomial.eval_add, Polynomial.eval_mul, Polynomial.eval_C,
      Polynomial.eval_pow, Polynomial.eval_X, Complex.ofReal_sub, Complex.ofReal_add,
      Complex.ofReal_mul]
    rw [pow_add, e4, e1]
    linear_combination (-((b k : ℂ) - d k) * (Real.sin (k * x) : ℂ)
      * Complex.exp (x * Complex.I) ^ m) * Complex.I_sq
  -- the grid points give 2m+1 distinct roots of unity
  have hinj : Function.Injective
      (fun j : Fin (2 * m + 1) => Complex.exp ((grid m j : ℝ) * Complex.I)) := by
    intro i j hij
    have hζ := Complex.isPrimitiveRoot_exp (2 * m + 1) (by omega)
    have key : ∀ n : ℕ, Complex.exp ((grid m n : ℝ) * Complex.I)
        = Complex.exp (2 * π * Complex.I / ((2 * m + 1 : ℕ) : ℂ)) ^ n := by
      intro n
      rw [← Complex.exp_nat_mul]
      congr 1
      simp only [grid]
      push_cast
      ring
    exact Fin.ext (hζ.pow_inj i.2 j.2 (by rw [← key, ← key]; exact hij))
  have hdeg : P.natDegree < Fintype.card (Fin (2 * m + 1)) := by
    rw [Fintype.card_fin]
    refine Nat.lt_succ_of_le (Polynomial.natDegree_sum_le_of_forall_le _ _ fun k hk => ?_)
    have := Finset.mem_range.mp hk
    exact Polynomial.natDegree_add_le_of_degree_le
      ((Polynomial.natDegree_C_mul_X_pow_le _ _).trans (by omega))
      ((Polynomial.natDegree_C_mul_X_pow_le _ _).trans (by omega))
  have hP0 : P = 0 := Polynomial.eq_zero_of_natDegree_lt_card_of_eval_eq_zero P hinj
    (fun j => by rw [hP, hfj j j.2, hgj j j.2]; simp) hdeg
  funext x
  have h := hP x
  rw [hP0, Polynomial.eval_zero] at h
  have h' := (mul_eq_zero.mp h.symm).resolve_left (pow_ne_zero _ (Complex.exp_ne_zero _))
  linarith [Complex.ofReal_eq_zero.mp h']

/-- Aliasing: if `q + p = 2m+1` and `p ≤ m`, the grid turns `a cos(qx) + b cos(px)` into
`(a+b) cos(px)`. -/
theorem interpolates_alias {m q p : ℕ} (hqp : q + p = 2 * m + 1) (hpm : p ≤ m) (a b : ℝ) :
    Interpolates m (twoMode a b q p) (fun x => (a + b) * Real.cos (p * x)) := by
  refine ⟨⟨fun k => if k = p then a + b else 0, fun _ => 0, fun x => ?_⟩, fun j _ => ?_⟩
  · rw [Finset.sum_eq_single p]
    · simp
    · intro k _ hk
      simp [hk]
    · intro h
      exact absurd (Finset.mem_range.mpr (by omega)) h
  · have hN : (q : ℝ) + p = 2 * m + 1 := by exact_mod_cast hqp
    have hg : grid m j * (2 * m + 1) = 2 * π * j := by
      unfold grid
      exact div_mul_cancel₀ _ (by positivity)
    -- the two phases add up to a multiple of 2π
    have hx : (q : ℝ) * grid m j = j * (2 * π) - p * grid m j := by
      linear_combination grid m j * hN + hg
    simp only [twoMode]
    rw [hx, Real.cos_nat_mul_two_pi_sub]
    ring

/-- A density has at most one periodic zero-mean Hartree potential. -/
theorem potential_unique {ρ φ ψ : ℝ → ℝ}
    (hφ : IsHartreePotential ρ φ) (hψ : IsHartreePotential ρ ψ) : φ = ψ := by
  obtain ⟨E, h1, hE⟩ := hφ.poisson
  obtain ⟨F, h2, hF⟩ := hψ.poisson
  -- the fields differ by a constant, which periodicity forces to vanish
  have hc : ∀ x, E x - F x = E 0 - F 0 := fun x =>
    is_const_of_deriv_eq_zero (f := fun x => E x - F x)
      (fun x => ((hE x).fun_sub (hF x)).differentiableAt)
      (fun x => by rw [((hE x).fun_sub (hF x)).deriv]; ring) x 0
  have hd : ∀ x, HasDerivAt (fun x => φ x - ψ x + (E 0 - F 0) * x) 0 x := fun x =>
    (((h1 x).fun_sub (h2 x)).fun_add ((hasDerivAt_id' x).const_mul (E 0 - F 0))).congr_deriv
      (by linarith [hc x])
  have hu : ∀ x, φ x - ψ x + (E 0 - F 0) * x = φ 0 - ψ 0 + (E 0 - F 0) * 0 := fun x =>
    is_const_of_deriv_eq_zero (f := fun x => φ x - ψ x + (E 0 - F 0) * x)
      (fun x => (hd x).differentiableAt) (fun x => (hd x).deriv) x 0
  have p1 : φ (2 * π) = φ 0 := by simpa using hφ.periodic 0
  have p2 : ψ (2 * π) = ψ 0 := by simpa using hψ.periodic 0
  have hc0 : E 0 - F 0 = 0 := by
    have h := hu (2 * π)
    rw [p1, p2] at h
    have h' : (E 0 - F 0) * (2 * π) = 0 := by linarith
    exact (mul_eq_zero.mp h').resolve_right (by positivity)
  have hk : ∀ x, φ x = ψ x + (φ 0 - ψ 0) := by
    intro x
    have h := hu x
    rw [hc0] at h
    linarith
  -- the zero mean fixes the remaining constant
  have hψc : Continuous ψ := continuous_iff_continuousAt.mpr fun x => (h2 x).continuousAt
  have hi : (∫ x in (0 : ℝ)..(2 * π), φ x)
      = (∫ x in (0 : ℝ)..(2 * π), ψ x) + (2 * π - 0) * (φ 0 - ψ 0) := by
    rw [intervalIntegral.integral_congr (fun x _ => hk x),
      intervalIntegral.integral_add (hψc.intervalIntegrable _ _)
        (continuous_const.intervalIntegrable _ _),
      intervalIntegral.integral_const, smul_eq_mul]
  rw [hφ.mean_zero, hψ.mean_zero] at hi
  have h0 : φ 0 - ψ 0 = 0 := by
    have h' : (2 * π) * (φ 0 - ψ 0) = 0 := by linarith
    exact (mul_eq_zero.mp h').resolve_left (by positivity)
  funext x
  linarith [hk x]

/-- A cosine wave with nonzero integer wave number integrates to zero over a period. -/
theorem integral_cos_int (n : ℤ) (hn : n ≠ 0) :
    (∫ x in (0 : ℝ)..(2 * π), Real.cos (n * x)) = 0 := by
  have hn' : (n : ℝ) ≠ 0 := Int.cast_ne_zero.mpr hn
  have hd : ∀ x ∈ Set.uIcc (0 : ℝ) (2 * π),
      HasDerivAt (fun x : ℝ => Real.sin (n * x) / n) (Real.cos (n * x)) x := fun x _ =>
    ((((hasDerivAt_id' x).const_mul (n : ℝ)).sin).div_const (n : ℝ)).congr_deriv
      (by field_simp)
  have hs : Real.sin (n * (2 * π)) = 0 := by
    rw [show (n : ℝ) * (2 * π) = ((2 * n : ℤ) : ℝ) * π by push_cast; ring]
    exact Real.sin_int_mul_pi _
  rw [intervalIntegral.integral_eq_sub_of_hasDerivAt hd
    ((by fun_prop : Continuous fun x : ℝ => Real.cos (n * x)).intervalIntegrable _ _)]
  simp [hs]

/-- For nonzero wave numbers, Poisson's equation divides each cosine amplitude by the squared
wave number and multiplies it by `4π`. -/
theorem potential_twoMode {k l : ℕ} (hk : k ≠ 0) (hl : l ≠ 0) (a b : ℝ) :
    IsHartreePotential (twoMode a b k l)
      (twoMode (4 * π * a / k ^ 2) (4 * π * b / l ^ 2) k l) := by
  have hA : 4 * π * a / (k : ℝ) ^ 2 * (k : ℝ) ^ 2 = 4 * π * a :=
    div_mul_cancel₀ _ (pow_ne_zero 2 (Nat.cast_ne_zero.mpr hk))
  have hB : 4 * π * b / (l : ℝ) ^ 2 * (l : ℝ) ^ 2 = 4 * π * b :=
    div_mul_cancel₀ _ (pow_ne_zero 2 (Nat.cast_ne_zero.mpr hl))
  generalize 4 * π * a / (k : ℝ) ^ 2 = A at *
  generalize 4 * π * b / (l : ℝ) ^ 2 = B at *
  refine ⟨fun x => ?_, ?_, fun x => A * k * Real.sin (k * x) + B * l * Real.sin (l * x),
    fun x => ?_, fun x => ?_⟩
  · simp only [twoMode]
    rw [mul_add (k : ℝ), mul_add (l : ℝ), Real.cos_add_nat_mul_two_pi,
      Real.cos_add_nat_mul_two_pi]
  · have h1 := integral_cos_int k (by omega)
    have h2 := integral_cos_int l (by omega)
    simp only [Int.cast_natCast] at h1 h2
    simp only [twoMode]
    rw [intervalIntegral.integral_add]
    · simp only [intervalIntegral.integral_const_mul, h1, h2, mul_zero, add_zero]
    all_goals exact Continuous.intervalIntegrable (by fun_prop) _ _
  · exact (((((hasDerivAt_id' x).const_mul (k : ℝ)).cos).const_mul A).fun_add
      ((((hasDerivAt_id' x).const_mul (l : ℝ)).cos).const_mul B)).congr_deriv (by ring)
  · refine (((((hasDerivAt_id' x).const_mul (k : ℝ)).sin).const_mul (A * k)).fun_add
      ((((hasDerivAt_id' x).const_mul (l : ℝ)).sin).const_mul (B * l))).congr_deriv ?_
    simp only [twoMode]
    linear_combination Real.cos (k * x) * hA + Real.cos (l * x) * hB

/-- Two different nonzero wave numbers contribute separately to the Hartree energy, each with `2π²`
times its squared amplitude over its squared wave number. -/
theorem energy_twoMode {k l : ℕ} (hk : k ≠ 0) (hl : l ≠ 0) (hkl : k ≠ l) {a b : ℝ}
    {φ : ℝ → ℝ} (hφ : IsHartreePotential (twoMode a b k l) φ) :
    hartreeEnergy (twoMode a b k l) φ = 2 * π ^ 2 * (a ^ 2 / k ^ 2 + b ^ 2 / l ^ 2) := by
  have h1 := integral_cos_int (2 * k) (by omega)
  have h2 := integral_cos_int (2 * l) (by omega)
  have h3 := integral_cos_int (k - l) (by omega)
  have h4 := integral_cos_int (k + l) (by omega)
  push_cast at h1 h2 h3 h4
  -- products of cosines become sums of cosines
  have hI : ∀ A B x : ℝ, twoMode a b k l x * twoMode A B k l x = (a * A + b * B) / 2
      + a * A / 2 * Real.cos (2 * k * x) + b * B / 2 * Real.cos (2 * l * x)
      + (a * B + b * A) / 2 * Real.cos ((k - l) * x)
      + (a * B + b * A) / 2 * Real.cos ((k + l) * x) := by
    intro A B x
    rw [mul_assoc 2 (k : ℝ) x, mul_assoc 2 (l : ℝ) x, Real.cos_two_mul, Real.cos_two_mul,
      sub_mul, add_mul (k : ℝ) (l : ℝ) x, Real.cos_sub, Real.cos_add]
    simp only [twoMode]
    ring
  have hint : ∀ A B : ℝ, (∫ x in (0 : ℝ)..(2 * π), twoMode a b k l x * twoMode A B k l x)
      = π * (a * A + b * B) := by
    intro A B
    simp only [hI]
    rw [intervalIntegral.integral_add, intervalIntegral.integral_add,
      intervalIntegral.integral_add, intervalIntegral.integral_add]
    · simp only [intervalIntegral.integral_const, intervalIntegral.integral_const_mul,
        h1, h2, h3, h4, smul_eq_mul]
      ring
    all_goals exact Continuous.intervalIntegrable (by fun_prop) _ _
  rw [potential_unique hφ (potential_twoMode hk hl a b), hartreeEnergy, hint]
  ring

/-- If `q + p = 2m+1` and `0 < p ≤ m`, the interpolant of `a cos(qx) + b cos(px)` has Hartree
energy `2π²(a+b)²/p²`. -/
theorem energy_interpolant {m q p : ℕ} (hqp : q + p = 2 * m + 1) (hp : 0 < p) (hpm : p ≤ m)
    {a b : ℝ} {g ψ : ℝ → ℝ} (hg : Interpolates m (twoMode a b q p) g)
    (hψ : IsHartreePotential g ψ) :
    hartreeEnergy g ψ = 2 * π ^ 2 * (a + b) ^ 2 / p ^ 2 := by
  have h : g = twoMode 0 (a + b) q p :=
    (interpolant_unique hg (interpolates_alias hqp hpm a b)).trans
      (by funext x; simp [twoMode])
  rw [h] at hψ ⊢
  rw [energy_twoMode (by omega) (by omega) (by omega) hψ]
  ring

/-- For `m < q ≤ 2m` and `N = 2m+1`, the interpolant of `cos(qx)` is `cos((N-q)x)`, and its
Hartree energy exceeds that of `cos(qx)` by the factor `(q/(N-q))² > 1`. -/
theorem hartree_overestimate {m q : ℕ} (hmq : m < q) (hq : q ≤ 2 * m) {g φ ψ : ℝ → ℝ}
    (hg : Interpolates m (fun x => Real.cos (q * x)) g)
    (hφ : IsHartreePotential (fun x => Real.cos (q * x)) φ)
    (hψ : IsHartreePotential g ψ) :
    g = (fun x => Real.cos ((2 * m + 1 - q) * x)) ∧
    hartreeEnergy g ψ
      = (q / (2 * m + 1 - q)) ^ 2 * hartreeEnergy (fun x => Real.cos (q * x)) φ ∧
    1 < ((q : ℝ) / (2 * m + 1 - q)) ^ 2 ∧
    hartreeEnergy (fun x => Real.cos (q * x)) φ < hartreeEnergy g ψ := by
  obtain ⟨p, hp⟩ : ∃ p, q + p = 2 * m + 1 := ⟨2 * m + 1 - q, by omega⟩
  have hcast : (2 * m + 1 - q : ℝ) = p := by
    have h : (q : ℝ) + p = 2 * m + 1 := by exact_mod_cast hp
    linarith
  have hρ : (fun x : ℝ => Real.cos (q * x)) = twoMode 1 0 q p := by
    funext x
    simp [twoMode]
  rw [hρ] at hg hφ ⊢
  rw [hcast]
  have hp0 : (0 : ℝ) < p := by exact_mod_cast (by omega : 0 < p)
  have hq0 : (0 : ℝ) < q := by exact_mod_cast (by omega : 0 < q)
  have hpq : (p : ℝ) < q := by exact_mod_cast (by omega : p < q)
  have e1 : hartreeEnergy (twoMode 1 0 q p) φ = 2 * π ^ 2 / q ^ 2 := by
    rw [energy_twoMode (by omega) (by omega) (by omega) hφ]
    ring
  have e2 : hartreeEnergy g ψ = 2 * π ^ 2 / p ^ 2 := by
    rw [energy_interpolant hp (by omega) (by omega) hg hψ]
    ring
  have hr : 1 < ((q : ℝ) / p) ^ 2 := by
    have h : 1 < (q : ℝ) / p := (one_lt_div hp0).mpr hpq
    nlinarith
  refine ⟨(interpolant_unique hg (interpolates_alias hp (by omega) 1 0)).trans
    (by funext x; simp), ?_, hr, ?_⟩
  · rw [e1, e2]
    field_simp
  · rw [e1, e2]
    gcongr

/-- For `m < q ≤ 2m` and `N = 2m+1`, the density `cos(qx) - cos((N-q)x)` has positive Hartree
energy, while its interpolant has Hartree energy zero. -/
theorem hartree_underestimate {m q : ℕ} (hmq : m < q) (hq : q ≤ 2 * m) {g φ ψ : ℝ → ℝ}
    (hg : Interpolates m (fun x => Real.cos (q * x) - Real.cos ((2 * m + 1 - q) * x)) g)
    (hφ : IsHartreePotential
      (fun x => Real.cos (q * x) - Real.cos ((2 * m + 1 - q) * x)) φ)
    (hψ : IsHartreePotential g ψ) :
    hartreeEnergy g ψ = 0 ∧
    0 < hartreeEnergy (fun x => Real.cos (q * x) - Real.cos ((2 * m + 1 - q) * x)) φ := by
  obtain ⟨p, hp⟩ : ∃ p, q + p = 2 * m + 1 := ⟨2 * m + 1 - q, by omega⟩
  have hcast : (2 * m + 1 - q : ℝ) = p := by
    have h : (q : ℝ) + p = 2 * m + 1 := by exact_mod_cast hp
    linarith
  have hρ : (fun x : ℝ => Real.cos (q * x) - Real.cos ((2 * m + 1 - q) * x))
      = twoMode 1 (-1) q p := by
    funext x
    rw [hcast]
    simp only [twoMode]
    ring
  rw [hρ] at hg hφ ⊢
  have hp0 : (0 : ℝ) < p := by exact_mod_cast (by omega : 0 < p)
  have hq0 : (0 : ℝ) < q := by exact_mod_cast (by omega : 0 < q)
  constructor
  · rw [energy_interpolant hp (by omega) (by omega) hg hψ]
    norm_num
  · rw [energy_twoMode (by omega) (by omega) (by omega) hφ]
    positivity

end

end AliasedHartree
```

```lean
#print axioms AliasedHartree.energy_interpolant
-- 'AliasedHartree.energy_interpolant' depends on axioms: [propext, Classical.choice, Quot.sound]
#print axioms AliasedHartree.hartree_overestimate
-- 'AliasedHartree.hartree_overestimate' depends on axioms: [propext, Classical.choice, Quot.sound]
#print axioms AliasedHartree.hartree_underestimate
-- 'AliasedHartree.hartree_underestimate' depends on axioms: [propext, Classical.choice, Quot.sound]
```

In `interpolant_unique`, `P` is the polynomial in $z$ above, `hP` checks the displayed identity, and `hinj` shows that the grid phases are distinct by using a primitive root of unity. A degree count then gives `P = 0`. `interpolates_alias` supplies the phase identity as `hx`.

`potential_unique` applies `is_const_of_deriv_eq_zero` twice, first to the difference of the fields and then to the difference of the potentials with its linear part compensated. Periodicity and the zero mean remove the two constants. `potential_twoMode` verifies the explicit potential by differentiation, with `integral_cos_int` giving its zero mean.

In `energy_twoMode`, `hI` expands the product of two-wave functions into cosines, and `integral_cos_int` removes every term except the constant. `energy_interpolant` combines this energy with uniqueness of the interpolant. The last two theorems write their densities as `twoMode 1 0 q p` and `twoMode 1 (-1) q p`; `gcongr` then gives the strict inequality in the first, and `positivity` the positive energy in the second.
